# Orthogonalizing a constant envelope to a 1s core multiplies its contact density by 49

One way to estimate the Fermi contact coupling at a nucleus in or near a colour centre from a smooth envelope function is to orthogonalize the envelope to the core orbitals and then take its square at the nucleus. For a single exponential 1s core and an envelope that is constant in space, the orthogonalization changes the amplitude at the nucleus from $f_0$ to $-7f_0$. The contact density therefore grows by a factor of 49, whatever the decay constant of the core. An envelope that is nonzero at the nucleus comes close to the same factor if, everywhere in space, its departure from the nuclear value is at most a sufficiently small constant times the distance from the nucleus.

## The factor −7 from one radial integral

Put the nucleus at the origin of three-dimensional space and let the core orbital be

$$c(x) = N e^{-a|x|},\qquad N=\sqrt{a^3/\pi},\qquad a>0 .$$

For a real envelope $f$, the overlap with the core and the orthogonalized envelope are

$$S=\int c(x) f(x)\,d^3x,\qquad f^\perp(x)=f(x)-S\,c(x).$$

All the integrals needed are radial moments of an exponential. In polar coordinates, with $t=ar$,

$$\int |x|^k e^{-a|x|}\,d^3x = 4\pi\int_0^\infty r^{k+2}e^{-ar}\,dr=\frac{4\pi}{a^{k+3}}\int_0^\infty t^{k+2}e^{-t}\,dt=\frac{4\pi\,(k+2)!}{a^{k+3}} .$$

The square of the core decays with constant $2a$, so the case $k=0$ gives its norm:

$$\int c^2\,d^3x=\frac{a^3}{\pi}\cdot\frac{4\pi\cdot 2}{(2a)^3}=1 .$$

Hence $\int c f^\perp\,d^3x = S-S\cdot 1=0$, and the subtraction does produce a function orthogonal to the core.

Now let $M=\int c\,d^3x$. The case $k=0$ with constant $a$ gives $M=8\pi N/a^3$, and since $c(0)=N$,

$$c(0)M=N^2\,\frac{8\pi}{a^3}=\frac{a^3}{\pi}\cdot\frac{8\pi}{a^3}=8 .$$

The decay constant cancels because $c(0)$ scales as $a^{3/2}$ and $M$ as $a^{-3/2}$. For the constant envelope $f=f_0$ the overlap is $S=f_0M$, so

$$f^\perp(0)=f_0\bigl(1-c(0)M\bigr)=-7f_0,\qquad f^\perp(0)^2=49f_0^2 .$$

## Envelopes that vary across the core

The core has an exponential tail, so an envelope that is constant only near the nucleus needs a quantitative condition. Suppose that $f$ is continuous and that $|f(x)-f(0)|\le L|x|$ everywhere, where $L$ limits the departure from the nuclear value per unit distance from the nucleus. Writing $f=f(0)+(f-f(0))$ in the overlap gives

$$f^\perp(0)=-7f(0)-c(0)\int c(x)\,\bigl(f(x)-f(0)\bigr)\,d^3x .$$

The moment with $k=1$ bounds the last term:

$$|f^\perp(0)+7f(0)|\le N^2L\int|x|e^{-a|x|}\,d^3x=\frac{a^3}{\pi}\cdot L\cdot\frac{24\pi}{a^4}=\frac{24L}{a}.$$

For a fixed envelope this vanishes as $a\to\infty$, and the contact density tends to $49f(0)^2$. When $f(0)\neq0$, the factor is a good approximation at finite $a$ if $24L/a$ is small compared with $7|f(0)|$.

## Core, overlap and projection in Lean

```lean
import Mathlib

open MeasureTheory Filter
open scoped Real Topology

namespace ColourCentreContactDensity

noncomputable section
```

Space is three-dimensional Euclidean space, and integrals over it use Lebesgue measure.

```lean
/-- Three-dimensional physical space, with the nucleus at the origin. -/
abbrev Space := EuclideanSpace ℝ (Fin 3)
```

The core orbital is a function of the decay constant and the position. The definition accepts any real `a`; positivity enters as the hypothesis `ha` of the theorems.

```lean
/-- The 1s core orbital with decay constant `a > 0`. -/
def core (a : ℝ) (x : Space) : ℝ := √(a ^ 3 / π) * Real.exp (-(a * ‖x‖))
```

The overlap $S$ is an integral over all of space, with no cut-off radius.

```lean
/-- The overlap integral of the core orbital with a real envelope `f`. -/
def overlap (a : ℝ) (f : Space → ℝ) : ℝ := ∫ x, core a x * f x
```

The orthogonalized envelope $f^\perp$ is not renormalized. For a normalized envelope, renormalizing would divide the contact density by $1-S^2$, which is close to 1 when nearly all of the envelope's norm lies outside the core region. The model has one core orbital on one nucleus. Further core shells, core polarization and relativistic effects at the nucleus are left out.

```lean
/-- The envelope minus its projection on the core orbital, without renormalization. -/
def orthogonalized (a : ℝ) (f : Space → ℝ) (x : Space) : ℝ :=
  f x - overlap a f * core a x
```

## Radial moments and the norm of the core

The moment formula is proved for every natural number `k`. The step `hg` evaluates the radial integral as a Gamma function and turns it into a factorial. The Mathlib lemma `integral_fun_norm_addHaar` supplies polar coordinates in the form "dimension times volume of the unit ball times radial integral"; with the volume $4\pi/3$ from `hb`, the prefactor is $3\cdot 4\pi/3=4\pi$.

```lean
/-- The radial moments of an exponential with decay constant `a > 0`,
integrated over three-dimensional space. -/
theorem radial_moment {a : ℝ} (ha : 0 < a) (k : ℕ) :
    ∫ x : Space, ‖x‖ ^ k * Real.exp (-(a * ‖x‖)) =
      4 * π * ((k + 2).factorial : ℝ) / a ^ (k + 3) := by
  -- the radial integral is a Gamma function
  have hg : ∫ r in Set.Ioi (0 : ℝ), r ^ (k + 2) * Real.exp (-(a * r)) =
      ((k + 2).factorial : ℝ) / a ^ (k + 3) := by
    have h := Real.integral_rpow_mul_exp_neg_mul_Ioi
      (a := ((k + 2 : ℕ) : ℝ) + 1) (r := a) (by positivity) ha
    rw [Real.Gamma_nat_eq_factorial, add_sub_cancel_right] at h
    simp only [Real.rpow_natCast] at h
    rw [h, show ((k + 2 : ℕ) : ℝ) + 1 = ((k + 3 : ℕ) : ℝ) by push_cast; ring,
      Real.rpow_natCast, one_div, inv_pow, div_eq_inv_mul]
  have hb : (volume : Measure Space).real (Metric.ball 0 1) = 4 / 3 * π := by
    rw [Measure.real, EuclideanSpace.volume_ball_fin_three]
    simp only [ENNReal.ofReal_one, one_pow, one_mul]
    rw [ENNReal.toReal_ofReal (by positivity)]
    ring
  have hr : ∫ r in Set.Ioi (0 : ℝ), r ^ 2 * (r ^ k * Real.exp (-(a * r))) =
      ((k + 2).factorial : ℝ) / a ^ (k + 3) := by
    rw [← hg]
    refine integral_congr_ae (.of_forall fun r => ?_)
    show r ^ 2 * (r ^ k * Real.exp (-(a * r))) = r ^ (k + 2) * Real.exp (-(a * r))
    ring
  -- polar coordinates
  have h := integral_fun_norm_addHaar (volume : Measure Space)
    (fun r : ℝ => r ^ k * Real.exp (-(a * r)))
  simp only [finrank_euclideanSpace_fin, nsmul_eq_mul, smul_eq_mul, Nat.cast_ofNat,
    Nat.reduceSub] at h
  rw [h, hb, hr]
  ring
```

Convergence follows from the value. Lean assigns the value zero to the integral of a non-integrable function, whereas the moment just computed is positive, so the integrand must be integrable.

```lean
/-- For `a > 0`, every radial moment of the exponential converges. -/
theorem radial_integrable {a : ℝ} (ha : 0 < a) (k : ℕ) :
    Integrable (fun x : Space => ‖x‖ ^ k * Real.exp (-(a * ‖x‖))) := by
  by_contra h
  have h1 := radial_moment ha k
  rw [integral_undef h] at h1
  have h2 : 0 < 4 * π * ((k + 2).factorial : ℝ) / a ^ (k + 3) := by positivity
  linarith
```

Normalization uses the moment with `k = 0` and decay constant `2 * a`. The auxiliary statement `e` rewrites the squared core in that form.

```lean
/-- The 1s core orbital with `a > 0` is normalized. -/
theorem core_normalized {a : ℝ} (ha : 0 < a) : ∫ x, core a x ^ 2 = 1 := by
  have e : ∀ x, core a x ^ 2 =
      a ^ 3 / π * (‖x‖ ^ 0 * Real.exp (-(2 * a * ‖x‖))) := by
    intro x
    unfold core
    rw [mul_pow, Real.sq_sqrt (by positivity), ← Real.exp_nat_mul, pow_zero, one_mul]
    congr 2
    push_cast
    ring
  simp_rw [e]
  rw [integral_const_mul, radial_moment (by positivity : 0 < 2 * a) 0,
    show Nat.factorial (0 + 2) = 2 from rfl, div_mul_div_comm,
    div_eq_one_iff_eq (by positivity)]
  push_cast
  ring
```

The next theorem says that $f^\perp$ has zero overlap with the core. Its hypothesis `hf` asks that the overlap integral of the original envelope converge. The proof splits the integral of $c f-S c^2$ into two parts and uses the unit norm, as in the calculation $S-S\cdot1=0$.

```lean
/-- For `a > 0` and an envelope whose overlap integral with the core converges,
the orthogonalized envelope has zero overlap with the core. -/
theorem overlap_orthogonalized {a : ℝ} (ha : 0 < a) {f : Space → ℝ}
    (hf : Integrable (fun x => core a x * f x)) :
    overlap a (orthogonalized a f) = 0 := by
  have hc : Integrable (fun x => core a x ^ 2) := by
    by_contra h
    have h1 := core_normalized ha
    rw [integral_undef h] at h1
    exact zero_ne_one h1
  have h : overlap a (orthogonalized a f) =
      ∫ x, (core a x * f x - overlap a f * core a x ^ 2) := by
    refine integral_congr_ae (.of_forall fun x => ?_)
    show core a x * (f x - overlap a f * core a x) = _
    ring
  rw [h, integral_sub hf (hc.const_mul _), integral_const_mul, core_normalized ha,
    mul_one]
  exact sub_self (overlap a f)
```

## The constant envelope

The product $c(0)M=8$ is a theorem of its own. In the proof, `h` computes $M$ and `h0` computes $c(0)$; the two square roots then multiply to $a^3/\pi$, and the powers of `a` cancel.

```lean
/-- The core amplitude at the nucleus times the space integral of the core is 8,
for every `a > 0`. -/
theorem core_zero_mul_integral {a : ℝ} (ha : 0 < a) :
    core a 0 * ∫ x, core a x = 8 := by
  have h : ∫ x, core a x = √(a ^ 3 / π) * (4 * π * 2 / a ^ 3) := by
    calc ∫ x, core a x
        = ∫ x : Space, √(a ^ 3 / π) * (‖x‖ ^ 0 * Real.exp (-(a * ‖x‖))) := by
          simp only [core, pow_zero, one_mul]
      _ = _ := by
          rw [integral_const_mul, radial_moment ha 0,
            show Nat.factorial (0 + 2) = 2 from rfl]
          norm_num
  have h0 : core a 0 = √(a ^ 3 / π) := by simp [core]
  rw [h, h0, ← mul_assoc, Real.mul_self_sqrt (by positivity), div_mul_div_comm,
    div_eq_iff (by positivity)]
  ring
```

The main theorem has three parts, valid for every `a > 0` and every real `f0`: the formula $f_0(1-c(0)M)$ for the value at the nucleus, the value $-7f_0$, and the contact density $49f_0^2$. The constant envelope is written `fun _ => f0`. It is not a normalizable state, but its overlap with the core is finite, and that is all the projection needs. The first part follows by taking `f0` out of the integral, the second by inserting the 8, and the third by squaring.

```lean
/-- Orthogonalizing a constant envelope `f0` to a 1s core with `a > 0` gives
`f0 (1 - c(0) M) = -7 f0` at the nucleus, and a contact density of `49 f0 ^ 2`. -/
theorem contact_amplification {a : ℝ} (ha : 0 < a) (f0 : ℝ) :
    orthogonalized a (fun _ => f0) 0 = f0 * (1 - core a 0 * ∫ x, core a x) ∧
    orthogonalized a (fun _ => f0) 0 = -7 * f0 ∧
    orthogonalized a (fun _ => f0) 0 ^ 2 = 49 * f0 ^ 2 := by
  have h1 : orthogonalized a (fun _ => f0) 0 =
      f0 * (1 - core a 0 * ∫ x, core a x) := by
    simp only [orthogonalized, overlap, integral_mul_const]
    ring
  have h2 : orthogonalized a (fun _ => f0) 0 = -7 * f0 := by
    rw [h1, core_zero_mul_integral ha]
    ring
  refine ⟨h1, h2, ?_⟩
  rw [h2]
  ring
```

## The error for a varying envelope

The condition on the envelope is `hL`, and it holds at every point of space. Continuity, `hf`, serves to make the integrand measurable. The proof follows the derivation above:

- `hle` bounds the integrand of the remainder pointwise by a multiple of $|x|e^{-a|x|}$, and `hI` concludes that the remainder is integrable.
- `hs` splits the overlap into the remainder and $M f(0)$.
- `key` uses $c(0)M=8$ to show that the deviation from $-7f(0)$ is exactly $-c(0)$ times the remainder integral.
- `hJ` bounds that integral by the first moment, and the closing algebra reduces the product to $24L/a$.

```lean
/-- If a continuous envelope departs from its nuclear value by at most `L` times the
distance, its orthogonalized value at the nucleus is `-7 f(0)` up to `24 L / a`,
for `a > 0`. -/
theorem varying_envelope_bound {a : ℝ} (ha : 0 < a) {f : Space → ℝ}
    (hf : Continuous f) {L : ℝ} (hL : ∀ x, |f x - f 0| ≤ L * ‖x‖) :
    |orthogonalized a f 0 - -7 * f 0| ≤ 24 * L / a := by
  have hpos : ∀ x, 0 ≤ core a x := fun x => by unfold core; positivity
  have hc0 : core a 0 = √(a ^ 3 / π) := by simp [core]
  have hB := (radial_integrable ha 1).const_mul (√(a ^ 3 / π) * L)
  have hle : ∀ x, ‖core a x * (f x - f 0)‖ ≤
      √(a ^ 3 / π) * L * (‖x‖ ^ 1 * Real.exp (-(a * ‖x‖))) := by
    intro x
    rw [Real.norm_eq_abs, abs_mul, abs_of_nonneg (hpos x)]
    calc core a x * |f x - f 0| ≤ core a x * (L * ‖x‖) :=
          mul_le_mul_of_nonneg_left (hL x) (hpos x)
      _ = _ := by unfold core; ring
  have hm : Continuous (fun x => core a x * (f x - f 0)) := by
    unfold core
    fun_prop
  have hI := hB.mono' hm.aestronglyMeasurable (.of_forall hle)
  have hC : Integrable (core a) :=
    ((radial_integrable ha 0).const_mul (√(a ^ 3 / π))).congr
      (.of_forall fun x => by simp [core])
  -- split the envelope into its nuclear value and the remainder
  have hs : overlap a f =
      (∫ x, core a x * (f x - f 0)) + (∫ x, core a x) * f 0 := by
    rw [← integral_mul_const, ← integral_add hI (hC.mul_const _)]
    refine integral_congr_ae (.of_forall fun x => ?_)
    show core a x * f x = core a x * (f x - f 0) + core a x * f 0
    ring
  have key : orthogonalized a f 0 - -7 * f 0 =
      -((∫ x, core a x * (f x - f 0)) * core a 0) := by
    unfold orthogonalized
    rw [hs]
    linear_combination (-f 0) * core_zero_mul_integral ha
  -- the first radial moment controls the remainder
  have hJ := norm_integral_le_of_norm_le hB (.of_forall hle)
  rw [integral_const_mul, radial_moment ha 1, Real.norm_eq_abs,
    show Nat.factorial (1 + 2) = 6 from rfl] at hJ
  rw [key, abs_neg, abs_mul, abs_of_nonneg (hpos 0)]
  refine (mul_le_mul_of_nonneg_right hJ (hpos 0)).trans_eq ?_
  rw [hc0]
  have hsq : √(a ^ 3 / π) * √(a ^ 3 / π) = a ^ 3 / π :=
    Real.mul_self_sqrt (by positivity)
  have hfin : a ^ 3 / π * (L * (4 * π * 6) / a ^ 4) = 24 * L / a := by
    rw [div_mul_div_comm, div_eq_div_iff (by positivity) (by positivity)]
    ring
  rw [← hfin]
  push_cast
  linear_combination (L * (4 * π * 6) / a ^ 4) * hsq
```

Without `hL` the bound can fail, even for a smooth envelope with a convergent overlap. Take $f(x)=|x|^2$, $L=1$ and $a=1$. The inequality $|f(x)-f(0)|\le|x|$ then holds inside the unit ball but not beyond it. Since $f(0)=0$, the moment with $k=2$ gives

$$f^\perp(0)=-\frac{1}{\pi}\cdot 4\pi\cdot 4!=-96,$$

while the bound would allow a deviation of at most 24. This envelope is not a normalizable state, but cutting it off smoothly far from the nucleus makes it one and changes $f^\perp(0)$ as little as desired, so the bound still fails. The tail of the core samples the region where the envelope has already grown, so control close to the nucleus is not enough.

## The limit of a tight core

The last theorem keeps the envelope fixed and lets the decay constant grow, which is the meaning of `atTop`. The deviation from $-7f(0)$ is squeezed between zero and $24L/a$. The bound is available only for positive `a`, which suffices because the limit concerns large values. Squaring the limit of the amplitude gives the limit of the contact density.

```lean
/-- For a continuous envelope that departs from its nuclear value by at most `L` times
the distance, the contact density tends to `49 f(0) ^ 2` as the core shrinks. -/
theorem tight_core_limit {f : Space → ℝ} (hf : Continuous f) {L : ℝ}
    (hL : ∀ x, |f x - f 0| ≤ L * ‖x‖) :
    Tendsto (fun a => orthogonalized a f 0 ^ 2) atTop (𝓝 (49 * f 0 ^ 2)) := by
  have h1 : Tendsto (fun a => orthogonalized a f 0) atTop (𝓝 (-7 * f 0)) := by
    rw [tendsto_iff_norm_sub_tendsto_zero]
    exact squeeze_zero' (.of_forall fun _ => norm_nonneg _)
      ((eventually_gt_atTop 0).mono fun a ha => varying_envelope_bound ha hf hL)
      (tendsto_const_nhds.div_atTop tendsto_id)
  have h2 := h1.pow 2
  rwa [show (-7 * f 0) ^ 2 = 49 * f 0 ^ 2 by ring] at h2

end

end ColourCentreContactDensity
```

```lean
#print axioms ColourCentreContactDensity.overlap_orthogonalized
-- 'ColourCentreContactDensity.overlap_orthogonalized' depends on axioms: [propext, Classical.choice, Quot.sound]
#print axioms ColourCentreContactDensity.contact_amplification
-- 'ColourCentreContactDensity.contact_amplification' depends on axioms: [propext, Classical.choice, Quot.sound]
#print axioms ColourCentreContactDensity.tight_core_limit
-- 'ColourCentreContactDensity.tight_core_limit' depends on axioms: [propext, Classical.choice, Quot.sound]
```
